# The Permittivity-Ratio Criterion for a Hyperbolic Metal–Dielectric Laminate

A stack of thin metal and dielectric layers can respond like a metal to a field along one direction and like a dielectric to a field along another. For which materials and layer fractions does this happen?

At a fixed frequency and with loss neglected, let the metal have relative permittivity −m and volume fraction f, and the dielectric relative permittivity e, with m, e > 0 and 0 < f < 1. Write p for the effective permittivity tangential to the layers and s for the normal one. When s exists, ps < 0 exactly when m/e lies below both or above both of f/(1−f) and (1−f)/f.

## Averaging the fields

A tangential field E is common to all layers. The displacements are −mE and eE, and their average is pE, so

p = (1−f)e − fm.

A normal displacement D is also common to all layers. The fields are −D/m in the metal and D/e in the dielectric. With d = fe − (1−f)m, their average is

−fD/m + (1−f)D/e = −Dd/(me).

The normal permittivity must satisfy D = s × (average field) for every D. If d = 0, the average vanishes even for D ≠ 0, and no s exists. Otherwise

s = −me/d, and ps = −me·p/d.

Hence ps < 0 exactly when p and d have the same strict sign. The two thresholds follow from

p > 0 ⇔ m/e < (1−f)/f,
d > 0 ⇔ m/e < f/(1−f),

and the same equivalences with all inequalities reversed. At f = 1/2 both thresholds equal 1. For m ≠ e, p = d = (e−m)/2 and ps = −me < 0.

## Wavevectors on the contour

Let q and k be the wavevector components along and across the layers, and k₀ the vacuum wavenumber. For nonmagnetic layers, the extraordinary wave, whose magnetic field lies along the layers, obeys

q²/s + k²/p = k₀².

The isofrequency contour is the set of real solutions (q, k). If p and s are positive, then q² ≤ sk₀² and k² ≤ pk₀², so the contour is bounded. If both are negative, at most q = k = 0 remains. If p > 0 > s, any q is allowed, with k² = p(k₀² − q²/s) ≥ 0; if s > 0 > p, the roles are exchanged. For nonzero p and s, the contour is therefore unbounded exactly when ps < 0.

In simulations that use a lossless, local effective medium, this tells whether the wavevectors of propagating extraordinary waves are bounded. Evanescent fields have complex wavevectors, so they are not on this contour, and they may need a finer resolution than it suggests. The averages assume nearly uniform fields within each layer, so for a real stack the contour can be trusted only at wavevectors small compared with the inverse layer thickness.

## Permittivities defined by their action on fields

In Lean 4 with Mathlib:

```lean
import Mathlib

namespace HyperbolicLaminate
```

In the definitions, `a` and `b` are the layer permittivities, later set to `-m` and `e`. The first requires the averaged displacement to be `p * E` for every common tangential field.

```lean
/-- `p` is the effective tangential permittivity of a laminate with layer permittivities `a`
(fraction `f`) and `b`: for a common tangential field `E`, the averaged displacement is `p E`. -/
def IsTangentialPermittivity (f a b p : ℝ) : Prop :=
  ∀ E D₁ D₂ : ℝ, D₁ = a * E → D₂ = b * E → f * D₁ + (1 - f) * D₂ = p * E
```

The second fixes the common displacement and averages the fields. The resonance at d = 0 thus appears as the absence of any suitable `s`.

```lean
/-- `s` is the effective normal permittivity of a laminate with layer permittivities `a`
(fraction `f`) and `b`: a common normal displacement `D` is `s` times the averaged field. -/
def IsNormalPermittivity (f a b s : ℝ) : Prop :=
  ∀ D E₁ E₂ : ℝ, D = a * E₁ → D = b * E₂ → D = s * (f * E₁ + (1 - f) * E₂)
```

The dispersion relation is taken as a definition, not derived from Maxwell's equations. All quantities are real, which means no loss, and uniform fields within each layer are assumed.

```lean
/-- The isofrequency relation of the extraordinary wave with wavevector components `q` along
and `k` across the layers, at vacuum wavenumber `k₀`, for nonzero `p` and `s`. -/
def OnIsofrequencyContour (k₀ p s q k : ℝ) : Prop :=
  q ^ 2 / s + k ^ 2 / p = k₀ ^ 2
```

## The two effective values

Setting `E` to 1 extracts the formula for p; substituting the layer laws gives the converse.

```lean
/-- For metal permittivity `-m` and dielectric permittivity `e`, the effective tangential
permittivity is `(1 - f) e - f m`. -/
theorem tangential_iff {f m e p : ℝ} :
    IsTangentialPermittivity f (-m) e p ↔ p = (1 - f) * e - f * m := by
  constructor
  · intro h
    have h1 := h 1 _ _ rfl rfl
    linarith
  · intro hp E D₁ D₂ h1 h2
    rw [hp, h1, h2]
    ring
```

For s, the probe is D = me, with layer fields −e and m. It gives sd = −me, which rules out d = 0. Conversely, the layer laws give the required relation multiplied by me, and this positive factor is cancelled.

```lean
/-- For `m, e > 0`, a number `s` is the effective normal permittivity exactly when
`f e ≠ (1 - f) m` and `s = -m e / (f e - (1 - f) m)`. -/
theorem normal_iff {f m e s : ℝ} (hm : 0 < m) (he : 0 < e) :
    IsNormalPermittivity f (-m) e s ↔
      f * e ≠ (1 - f) * m ∧ s = -(m * e) / (f * e - (1 - f) * m) := by
  have hme : 0 < m * e := mul_pos hm he
  constructor
  · intro h
    -- probe the laminate with the displacement `m e`
    have h1 := h (m * e) (-e) m (by ring) (by ring)
    have hsd : s * (f * e - (1 - f) * m) = -(m * e) := by linear_combination h1
    have hne : f * e ≠ (1 - f) * m := by
      intro h0
      rw [h0, sub_self, mul_zero] at hsd
      linarith
    exact ⟨hne, (eq_div_iff (sub_ne_zero.2 hne)).2 hsd⟩
  · rintro ⟨hne, hs⟩ D E₁ E₂ h1 h2
    have hsd := (eq_div_iff (sub_ne_zero.2 hne)).1 hs
    apply mul_left_cancel₀ hme.ne'
    linear_combination D * hsd - s * f * e * h1 + s * (1 - f) * m * h2
```

## The sign criterion

The step from ps to pd is the identity `hid`,

me·pd = −(ps)d².

It is proved by `linear_combination`, which is given a multiple of a known equation and leaves `ring` to check that the two sides then agree. Here the known equation is `hsd`, sd = −me, multiplied by pd. Since me and d² are positive, `key` reads off the signs without dividing by d. The facts `a1` to `a4` clear the denominators in the threshold comparisons, and `mul_pos_iff` splits pd > 0 into its two cases.

```lean
/-- For `m, e > 0` and metal fraction `0 < f < 1`, if the laminate has effective tangential and
normal permittivities `p` and `s`, then these have opposite signs iff `m / e` lies below both or
above both of `f / (1 - f)` and `(1 - f) / f`. -/
theorem hyperbolic_iff {f m e p s : ℝ} (hm : 0 < m) (he : 0 < e) (hf : 0 < f) (hf1 : f < 1)
    (hp : IsTangentialPermittivity f (-m) e p) (hs : IsNormalPermittivity f (-m) e s) :
    p * s < 0 ↔
      (m / e < f / (1 - f) ∧ m / e < (1 - f) / f) ∨
      (f / (1 - f) < m / e ∧ (1 - f) / f < m / e) := by
  have hg : 0 < 1 - f := by linarith
  have hme : 0 < m * e := mul_pos hm he
  have hp' := tangential_iff.1 hp
  obtain ⟨hne, hs'⟩ := (normal_iff hm he).1 hs
  have hd := sub_ne_zero.2 hne
  have hsd := (eq_div_iff hd).1 hs'
  have hd2 : 0 < (f * e - (1 - f) * m) ^ 2 := by positivity
  -- the sign of `p s` is opposite to that of `p (f e - (1 - f) m)`
  have hid : m * e * (p * (f * e - (1 - f) * m))
      = -(p * s) * (f * e - (1 - f) * m) ^ 2 := by
    linear_combination (p * (f * e - (1 - f) * m)) * hsd
  have key : p * s < 0 ↔ 0 < p * (f * e - (1 - f) * m) := by
    rw [← mul_pos_iff_of_pos_left hme, hid, mul_pos_iff_of_pos_right hd2, neg_pos]
  -- the four threshold comparisons, cleared of denominators
  have a1 : m / e < f / (1 - f) ↔ m * (1 - f) < f * e := by
    rw [div_lt_iff₀ he, div_mul_eq_mul_div, lt_div_iff₀ hg]
  have a2 : m / e < (1 - f) / f ↔ m * f < (1 - f) * e := by
    rw [div_lt_iff₀ he, div_mul_eq_mul_div, lt_div_iff₀ hf]
  have a3 : f / (1 - f) < m / e ↔ f * e < m * (1 - f) := by
    rw [lt_div_iff₀ he, div_mul_eq_mul_div, div_lt_iff₀ hg]
  have a4 : (1 - f) / f < m / e ↔ (1 - f) * e < m * f := by
    rw [lt_div_iff₀ he, div_mul_eq_mul_div, div_lt_iff₀ hf]
  rw [key, a1, a2, a3, a4, mul_pos_iff]
  constructor
  · rintro (⟨h1, h2⟩ | ⟨h1, h2⟩)
    · exact Or.inl ⟨by linarith, by linarith⟩
    · exact Or.inr ⟨by linarith, by linarith⟩
  · rintro (⟨h1, h2⟩ | ⟨h1, h2⟩)
    · exact Or.inl ⟨by linarith, by linarith⟩
    · exact Or.inr ⟨by linarith, by linarith⟩
```

At equal fractions, the theorem supplies both permittivities and their product.

```lean
/-- At equal fractions and for positive `m ≠ e`, both effective permittivities exist, and
their product is `-m e`, which is negative. -/
theorem half_filling_hyperbolic {m e : ℝ} (hm : 0 < m) (he : 0 < e) (hne : m ≠ e) :
    ∃ p s : ℝ, IsTangentialPermittivity (1 / 2) (-m) e p ∧
      IsNormalPermittivity (1 / 2) (-m) e s ∧ p * s = -(m * e) ∧ p * s < 0 := by
  have hd : e - m ≠ 0 := sub_ne_zero.2 hne.symm
  have hr : 1 / 2 * e ≠ (1 - 1 / 2) * m := fun h => hne (by linarith)
  have hprod : (e - m) / 2 * (-(2 * m * e) / (e - m)) = -(m * e) := by
    field_simp
  refine ⟨(e - m) / 2, -(2 * m * e) / (e - m), tangential_iff.2 (by ring),
    (normal_iff hm he).2 ⟨hr, ?_⟩, hprod, ?_⟩
  · rw [div_eq_div_iff hd (sub_ne_zero.2 hr)]
    ring
  · rw [hprod]
    linarith [mul_pos hm he]
```

Without `m ≠ e` this existence claim fails. For m = e = 1 and f = 1/2, a displacement D produces fields −D and D, whose average is zero, so no s can reproduce D = 1.

## From signs to unbounded contours

`R` bounds the squared length q² + k² from below. In the forward direction, `R` is chosen large enough to contradict both same-sign cases. In the converse, one component is |R| + 1 and the other is the square root found above.

```lean
/-- For nonzero `p` and `s`, the isofrequency contour contains arbitrarily large wavevectors
iff `p` and `s` have opposite signs. -/
theorem contour_unbounded_iff {k₀ p s : ℝ} (hp : p ≠ 0) (hs : s ≠ 0) :
    (∀ R : ℝ, ∃ q k : ℝ, R ≤ q ^ 2 + k ^ 2 ∧ OnIsofrequencyContour k₀ p s q k) ↔
      p * s < 0 := by
  have hk0 := sq_nonneg k₀
  constructor
  · intro h
    by_contra hn
    have hps : 0 < p * s := lt_of_le_of_ne (not_lt.1 hn) (mul_ne_zero hp hs).symm
    obtain ⟨q, k, hR, hc⟩ := h (max ((s + p) * k₀ ^ 2 + 1) 1)
    have hR1 := (le_max_left _ _).trans hR
    have hR2 := (le_max_right _ _).trans hR
    unfold OnIsofrequencyContour at hc
    have hq : s * (q ^ 2 / s) = q ^ 2 := by field_simp
    have hk : p * (k ^ 2 / p) = k ^ 2 := by field_simp
    rcases mul_pos_iff.1 hps with ⟨hp', hs'⟩ | ⟨hp', hs'⟩
    · -- both positive: the contour is bounded
      have ha : 0 ≤ q ^ 2 / s := by positivity
      have hb : 0 ≤ k ^ 2 / p := by positivity
      have h1 : s * (q ^ 2 / s) ≤ s * k₀ ^ 2 :=
        mul_le_mul_of_nonneg_left (by linarith) hs'.le
      have h2 : p * (k ^ 2 / p) ≤ p * k₀ ^ 2 :=
        mul_le_mul_of_nonneg_left (by linarith) hp'.le
      rw [hq] at h1
      rw [hk] at h2
      linarith
    · -- both negative: only the zero wavevector could remain
      have ha := div_nonpos_of_nonneg_of_nonpos (sq_nonneg q) hs'.le
      have hb := div_nonpos_of_nonneg_of_nonpos (sq_nonneg k) hp'.le
      have ha0 : q ^ 2 / s = 0 := by linarith
      have hb0 : k ^ 2 / p = 0 := by linarith
      rw [ha0, mul_zero] at hq
      rw [hb0, mul_zero] at hk
      linarith
  · intro h R
    have hR : R ≤ (|R| + 1) ^ 2 := by
      nlinarith [le_abs_self R, abs_nonneg R, sq_nonneg |R|]
    -- choose one component large and solve for the other
    rcases mul_neg_iff.1 h with ⟨hp', hs'⟩ | ⟨hp', hs'⟩
    · have ha := div_nonpos_of_nonneg_of_nonpos (sq_nonneg (|R| + 1)) hs'.le
      have hx : 0 ≤ p * (k₀ ^ 2 - (|R| + 1) ^ 2 / s) := mul_nonneg hp'.le (by linarith)
      refine ⟨|R| + 1, √(p * (k₀ ^ 2 - (|R| + 1) ^ 2 / s)),
        hR.trans (le_add_of_nonneg_right (sq_nonneg _)), ?_⟩
      unfold OnIsofrequencyContour
      rw [Real.sq_sqrt hx, mul_div_cancel_left₀ _ hp]
      ring
    · have ha := div_nonpos_of_nonneg_of_nonpos (sq_nonneg (|R| + 1)) hp'.le
      have hx : 0 ≤ s * (k₀ ^ 2 - (|R| + 1) ^ 2 / p) := mul_nonneg hs'.le (by linarith)
      refine ⟨√(s * (k₀ ^ 2 - (|R| + 1) ^ 2 / p)), |R| + 1,
        hR.trans (le_add_of_nonneg_left (sq_nonneg _)), ?_⟩
      unfold OnIsofrequencyContour
      rw [Real.sq_sqrt hx, mul_div_cancel_left₀ _ hs]
      ring
```

For the laminate, s is automatically nonzero, but `p ≠ 0` must be required: p vanishes at m/e = (1−f)/f, where the dispersion relation would divide by zero. Chaining the two equivalences gives the criterion in terms of m/e and f.

```lean
/-- Let `m, e > 0` and `0 < f < 1`, and let the laminate have effective tangential permittivity
`p ≠ 0` and an effective normal permittivity `s`. Its isofrequency contour contains arbitrarily
large wavevectors iff `m / e` lies below both or above both of `f / (1 - f)` and `(1 - f) / f`. -/
theorem laminate_contour_unbounded_iff {k₀ f m e p s : ℝ} (hm : 0 < m) (he : 0 < e)
    (hf : 0 < f) (hf1 : f < 1) (hp0 : p ≠ 0)
    (hp : IsTangentialPermittivity f (-m) e p) (hs : IsNormalPermittivity f (-m) e s) :
    (∀ R : ℝ, ∃ q k : ℝ, R ≤ q ^ 2 + k ^ 2 ∧ OnIsofrequencyContour k₀ p s q k) ↔
      (m / e < f / (1 - f) ∧ m / e < (1 - f) / f) ∨
      (f / (1 - f) < m / e ∧ (1 - f) / f < m / e) := by
  have hs0 : s ≠ 0 := by
    obtain ⟨hne, hs'⟩ := (normal_iff hm he).1 hs
    rw [hs']
    exact div_ne_zero (neg_ne_zero.2 (mul_pos hm he).ne') (sub_ne_zero.2 hne)
  exact (contour_unbounded_iff hp0 hs0).trans (hyperbolic_iff hm he hf hf1 hp hs)

end HyperbolicLaminate
```

```lean
#print axioms HyperbolicLaminate.hyperbolic_iff
#print axioms HyperbolicLaminate.half_filling_hyperbolic
#print axioms HyperbolicLaminate.laminate_contour_unbounded_iff
```

```
'HyperbolicLaminate.hyperbolic_iff' depends on axioms: [propext, Classical.choice, Quot.sound]
'HyperbolicLaminate.half_filling_hyperbolic' depends on axioms: [propext, Classical.choice, Quot.sound]
'HyperbolicLaminate.laminate_contour_unbounded_iff' depends on axioms: [propext, Classical.choice, Quot.sound]
```
